# A surjective expanding map on a nonempty complete metric space has one fixed point, and inverse iteration converges to it

Suppose a self-consistent-field (SCF) cycle overreacts: a small error in the input density comes back larger, often with the opposite sign, as in charge sloshing. Plain iteration then runs away from self-consistency. Does a self-consistent density still exist, and can it be reached by running the update backwards?

Both answers are yes for an update \(F\) that stretches every distance by at least a factor \(M>1\), provided that \(F\) is surjective and acts on a nonempty complete metric space \(X\). The points of \(X\) stand for densities, and a self-consistent density is a fixed point, \(F(p)=p\).

```lean
import Mathlib

open Filter Topology

namespace ExpandingSCF
```

The stretching condition is

\[
M\,d(x,y)\le d(F(x),F(y))\qquad\text{for all }x,y\in X,
\]

where \(d\) is the metric, written `dist` in Lean. Physically, every deviation is amplified, whatever its shape. This is a strong assumption, since an SCF map often amplifies some modes and damps others. It also rules out a bounded space with more than one point, because repeated stretching would exceed the diameter. The model therefore suits a linearised update, acting on unrestricted deviations, better than a full map on densities of fixed electron number, whose mutual distances \(\int|\rho-\rho'|\) never exceed twice that number.

```lean
/-- The update map `F` stretches the distance between any two densities by at least
the factor `M`. -/
def IsExpanding {X : Type*} [MetricSpace X] (M : ℝ) (F : X → X) : Prop :=
  ∀ x y, M * dist x y ≤ dist (F x) (F y)
```

The simplest example has one real variable \(x\), a self-consistent value \(c\) and a response strength \(k\). A deviation \(x-c\) is answered by \(-k(x-c)\).

```lean
/-- The linear update on the real line that answers a deviation `x - c` from the density `c`
with the deviation `-k * (x - c)`. -/
def overshoot (k c x : ℝ) : ℝ := c - k * (x - c)
```

## Growing errors and shrinking inverse steps

If \(F(x)=F(y)\), the stretching condition gives \(M\,d(x,y)\le 0\). For \(M>0\) this forces \(x=y\), so \(F\) is injective. The Lean proof assumes \(x\ne y\) and contradicts the same inequality.

```lean
section General

variable {X : Type*} [MetricSpace X] {M : ℝ} {F : X → X}

/-- An expanding update with factor `M > 0` never sends two different input densities to the same
output. -/
theorem IsExpanding.injective (hF : IsExpanding M F) (hM : 0 < M) :
    Function.Injective F := by
  intro x y hxy
  have h := hF x y
  rw [hxy, dist_self] at h
  by_contra hne
  have hpos := mul_pos hM (dist_pos.2 hne)
  linarith
```

Write \(F^n\) for \(n\) successive updates, `F^[n]` in Lean. If the distance has grown by at least the factor \(M^n\) after \(n\) cycles, one more cycle gives

\[
M^{n+1}d(x,y)\le M\,d(F^n(x),F^n(y))\le d(F^{n+1}(x),F^{n+1}(y)).
\]

The case \(n=0\) is an equality. The `calc` block is this induction step.

```lean
/-- If `F` is expanding with factor `M ≥ 0`, the distance between two orbits after `n` cycles is at
least `M ^ n` times the initial distance. -/
theorem IsExpanding.iterate (hF : IsExpanding M F) (hM : 0 ≤ M) (n : ℕ) (x y : X) :
    M ^ n * dist x y ≤ dist (F^[n] x) (F^[n] y) := by
  induction n with
  | zero => simp
  | succ n ih =>
    rw [Function.iterate_succ_apply', Function.iterate_succ_apply']
    calc M ^ (n + 1) * dist x y = M * (M ^ n * dist x y) := by ring
      _ ≤ M * dist (F^[n] x) (F^[n] y) := mul_le_mul_of_nonneg_left ih hM
      _ ≤ _ := hF _ _
```

An inverse update is a map \(G\) with \(F(G(x))=x\): given a density \(x\), it returns an input that the SCF cycle would turn into \(x\). Since \(F^n(G^n(x))=x\), applying the previous bound to \(G^n(x)\) and \(G^n(y)\) yields

\[
M^n d(G^n(x),G^n(y))\le d(x,y).
\]

In Lean, `hL.iterate` supplies the cancellation of \(F^n\) against \(G^n\).

```lean
/-- If `F` is expanding with factor `M ≥ 0` and `F (G x) = x` for all `x`, then `M ^ n` times the
distance after `n` steps of `G` is at most the initial distance. -/
theorem IsExpanding.inverse_iterate (hF : IsExpanding M F) (hM : 0 ≤ M) {G : X → X}
    (hG : ∀ x, F (G x) = x) (n : ℕ) (x y : X) :
    M ^ n * dist (G^[n] x) (G^[n] y) ≤ dist x y := by
  have hL : Function.LeftInverse F G := hG
  have h := hF.iterate hM n (G^[n] x) (G^[n] y)
  rwa [hL.iterate n x, hL.iterate n y] at h
```

## The residual controls the error

Let \(p\) be a fixed point. Expansion and the triangle inequality give

\[
M\,d(x,p)\le d(F(x),p)\le d(F(x),x)+d(x,p),
\]

and hence \((M-1)\,d(x,p)\le d(F(x),x)\). For a globally expanding update with known \(M>1\), the residual of a single cycle thus bounds the distance to self-consistency.

```lean
/-- For an expanding update with factor `M`, the distance of `x` from a self-consistent density `p`,
multiplied by `M - 1`, is at most the residual `dist (F x) x` of one cycle. -/
theorem IsExpanding.residual_bound (hF : IsExpanding M F) {p : X} (hp : F p = p) (x : X) :
    (M - 1) * dist x p ≤ dist (F x) x := by
  have h := hF x p
  rw [hp] at h
  have ht := dist_triangle (F x) x p
  linarith
```

## Existence, uniqueness and convergence

Surjectivity provides an inverse update \(H\). One inverse step satisfies

\[
d(H(x),H(y))\le M^{-1}d(x,y),
\]

so \(H\) is a contraction. Banach's fixed-point theorem, which uses completeness and a starting point, gives \(p\) with \(H(p)=p\). Then \(F(p)=F(H(p))=p\). If \(q\) is another fixed point, its residual vanishes, so \((M-1)\,d(q,p)\le 0\) and \(q=p\).

Now let \(G\) be any inverse update. From \(F(G(p))=p=F(p)\) and injectivity, \(G(p)=p\). The bound on inverse steps becomes

\[
d(G^n(x),p)\le M^{-n}d(x,p)\longrightarrow 0,
\]

while the bound on forward steps becomes \(M^n d(x,p)\le d(F^n(x),p)\).

The theorem below states all of this at once. `CompleteSpace X`, `Nonempty X`, `hM` and `hsurj` are the hypotheses beyond expansion. The conclusion says that \(F\) is bijective and that there is a \(p\) with four properties: it is fixed, every fixed point equals it, every inverse update converges to it from every start with the stated error bound, and forward iteration magnifies the error by at least \(M^n\). `Tendsto ... atTop (𝓝 p)` is convergence as \(n\to\infty\).

In the proof, `hlip` is the contraction estimate, `hc` packages it for Banach's theorem, and `squeeze_zero` carries out the final limit. The inverse step is taken as exact: the theorem offers no method for solving \(F(y)=x\), and it does not treat errors made in solving it.

```lean
/-- A surjective expanding update with factor `M > 1` on a nonempty complete space is bijective and
has exactly one self-consistent density `p`. Inverse iteration converges to `p` from every start,
with the error after `n` steps reduced by at least the factor `M ^ n`, while `n` steps of plain
iteration magnify the error by at least the factor `M ^ n`. -/
theorem expanding_scf_inverse_iteration [CompleteSpace X] [Nonempty X]
    (hF : IsExpanding M F) (hM : 1 < M) (hsurj : Function.Surjective F) :
    Function.Bijective F ∧ ∃ p, F p = p ∧ (∀ q, F q = q → q = p) ∧
      (∀ G : X → X, (∀ x, F (G x) = x) → ∀ x,
        Tendsto (fun n => G^[n] x) atTop (𝓝 p) ∧
        ∀ n, M ^ n * dist (G^[n] x) p ≤ dist x p) ∧
      ∀ n x, M ^ n * dist x p ≤ dist (F^[n] x) p := by
  have hM0 : 0 < M := by linarith
  have hinv : M⁻¹ < 1 := inv_lt_one_of_one_lt₀ hM
  refine ⟨⟨hF.injective hM0, hsurj⟩, ?_⟩
  -- the inverse update is a contraction with constant `1 / M`
  obtain ⟨H, hH⟩ := hsurj.hasRightInverse
  have hlip : ∀ x y, dist (H x) (H y) ≤ M⁻¹ * dist x y := by
    intro x y
    have h := hF (H x) (H y)
    rw [hH x, hH y] at h
    calc dist (H x) (H y) = M⁻¹ * (M * dist (H x) (H y)) := by
          rw [← mul_assoc, inv_mul_cancel₀ hM0.ne', one_mul]
      _ ≤ M⁻¹ * dist x y := mul_le_mul_of_nonneg_left h (inv_pos.2 hM0).le
  let K : NNReal := ⟨M⁻¹, (inv_pos.2 hM0).le⟩
  have hK : K < 1 := by
    rw [← NNReal.coe_lt_coe, NNReal.coe_one]
    exact hinv
  have hc : ContractingWith K H := ⟨hK, LipschitzWith.of_dist_le_mul hlip⟩
  obtain ⟨p, hHp⟩ : ∃ p, H p = p := ⟨_, hc.fixedPoint_isFixedPt⟩
  -- its fixed point is also fixed by the forward update
  have hp : F p = p := by
    have h := hH p
    rwa [hHp] at h
  refine ⟨p, hp, ?_, ?_, ?_⟩
  · intro q hq
    have h := hF.residual_bound hp q
    rw [hq, dist_self] at h
    by_contra hne
    have hpos := mul_pos (sub_pos.2 hM) (dist_pos.2 hne)
    linarith
  · intro G hG x
    have hGp : G p = p := hF.injective hM0 ((hG p).trans hp.symm)
    have hb : ∀ n, M ^ n * dist (G^[n] x) p ≤ dist x p := by
      intro n
      have h := hF.inverse_iterate hM0.le hG n x p
      rwa [Function.iterate_fixed hGp n] at h
    refine ⟨?_, hb⟩
    -- the error is squeezed by a geometric sequence
    have hlim : Tendsto (fun n : ℕ => M⁻¹ ^ n * dist x p) atTop (𝓝 0) := by
      have h := (tendsto_pow_atTop_nhds_zero_of_lt_one
        (inv_pos.2 hM0).le hinv).mul_const (dist x p)
      rwa [zero_mul] at h
    rw [tendsto_iff_dist_tendsto_zero]
    refine squeeze_zero (fun n => dist_nonneg) (fun n => ?_) hlim
    have hMn : 0 < M ^ n := pow_pos hM0 n
    rw [inv_pow]
    calc dist (G^[n] x) p = (M ^ n)⁻¹ * (M ^ n * dist (G^[n] x) p) := by
          rw [← mul_assoc, inv_mul_cancel₀ hMn.ne', one_mul]
      _ ≤ (M ^ n)⁻¹ * dist x p := mul_le_mul_of_nonneg_left (hb n) (inv_pos.2 hMn).le
  · intro n x
    have h := hF.iterate hM0.le n x p
    rwa [Function.iterate_fixed hp n] at h
```

Forward iteration does more than fail to converge. If \(x\ne p\), then \(d(x,p)>0\), and \(M^n d(x,p)\) grows without bound, taking \(d(F^n(x),p)\) with it. The Lean proof compares the two sequences through `tendsto_atTop_mono`.

```lean
/-- If `F` is expanding with factor `M > 1` and `p` is a self-consistent density, then plain
iteration started at any `x ≠ p` has a distance from `p` that tends to infinity. -/
theorem IsExpanding.plain_iteration_diverges (hF : IsExpanding M F) (hM : 1 < M)
    {p x : X} (hp : F p = p) (hx : x ≠ p) :
    Tendsto (fun n => dist (F^[n] x) p) atTop atTop := by
  refine tendsto_atTop_mono (fun n => ?_)
    ((tendsto_pow_atTop_atTop_of_one_lt hM).atTop_mul_const (dist_pos.2 hx))
  have h := hF.iterate (by linarith) n x p
  rwa [Function.iterate_fixed hp n] at h

end General
```

## The overshooting update on the real line

For \(F(x)=c-k(x-c)\) with \(k>0\),

\[
F(x)-F(y)=-k(x-y),\qquad |F(x)-F(y)|=k|x-y|.
\]

The point \(c\) is fixed, and each \(y\) has the preimage \(c-(y-c)/k\), so \(F\) is surjective. By induction \(|F^n(x)-c|=k^n|x-c|\): the growth rate in the general bound is attained exactly.

The lemma covers all \(k>0\), but the main theorem applies only when \(k>1\). In that range plain iteration diverges from every \(x\ne c\), whereas the inverse step \(x\mapsto c-(x-c)/k\) damps the deviation by \(k\) each time.

```lean
/-- For `k > 0` the overshooting linear update is expanding with factor `k` and surjective, and
`n` cycles multiply the distance from `c` by exactly `k ^ n`. -/
theorem overshoot_witness {k : ℝ} (hk : 0 < k) (c : ℝ) :
    IsExpanding k (overshoot k c) ∧ Function.Surjective (overshoot k c) ∧
      ∀ n x, dist ((overshoot k c)^[n] x) c = k ^ n * dist x c := by
  have hd : ∀ x y, dist (overshoot k c x) (overshoot k c y) = k * dist x y := by
    intro x y
    have e : overshoot k c x - overshoot k c y = -(k * (x - y)) := by
      unfold overshoot
      ring
    rw [Real.dist_eq, Real.dist_eq, e, abs_neg, abs_mul, abs_of_pos hk]
  have hc : overshoot k c c = c := by simp [overshoot]
  refine ⟨fun x y => (hd x y).ge, fun y => ⟨c - (y - c) / k, ?_⟩, fun n x => ?_⟩
  · have e : k * ((y - c) / k) = y - c := mul_div_cancel₀ _ hk.ne' 
    unfold overshoot
    linear_combination e
  · induction n with
    | zero => simp
    | succ n ih =>
      have h := hd ((overshoot k c)^[n] x) c
      rw [hc, ih] at h
      rw [Function.iterate_succ_apply', h]
      ring
```

## Without surjectivity the fixed point can be missing

Take the natural numbers with distance \(|x-y|\), a complete space, and the map \(n\mapsto 2n+1\). It doubles every distance:

\[
|(2x+1)-(2y+1)|=2|x-y|.
\]

A fixed point would need \(2n+1=n\), that is \(n=-1\), which is not a natural number. The hypothesis that fails is surjectivity, since \(0\) is never an output. Backward iteration breaks down for the same reason: no input produces \(0\), so no inverse update is defined on the whole space.

In Lean, `omega` settles the fixed-point equation, and the distance identity `h` is proved in the real numbers; `push_cast` then brings the goal into the same form.

```lean
/-- The natural numbers form a complete space, on which the map `n ↦ 2 n + 1` stretches all
distances by at least the factor `2` and has no fixed point. -/
theorem surjectivity_needed :
    CompleteSpace ℕ ∧ IsExpanding 2 (fun n : ℕ => 2 * n + 1) ∧
      ∀ n : ℕ, 2 * n + 1 ≠ n := by
  refine ⟨inferInstance, fun x y => ?_, fun n => by omega⟩
  have h : |(2 * (x : ℝ) + 1) - (2 * (y : ℝ) + 1)| = 2 * |(x : ℝ) - y| := by
    rw [show (2 * (x : ℝ) + 1) - (2 * (y : ℝ) + 1) = 2 * ((x : ℝ) - y) by ring,
      abs_mul, abs_two]
  show 2 * dist x y ≤ dist (2 * x + 1) (2 * y + 1)
  rw [Nat.dist_eq, Nat.dist_eq]
  push_cast
  exact h.ge

end ExpandingSCF
```

```lean
#print axioms ExpandingSCF.expanding_scf_inverse_iteration
#print axioms ExpandingSCF.IsExpanding.plain_iteration_diverges
#print axioms ExpandingSCF.surjectivity_needed
```

```
'ExpandingSCF.expanding_scf_inverse_iteration' depends on axioms: [propext, Classical.choice, Quot.sound]
'ExpandingSCF.IsExpanding.plain_iteration_diverges' depends on axioms: [propext, Classical.choice, Quot.sound]
'ExpandingSCF.surjectivity_needed' depends on axioms: [propext, Classical.choice, Quot.sound]
```
